# Zero SWKB action and a nodeless zero-energy Schrödinger solution

In a supersymmetric WKB (SWKB) calculation for one particle in one dimension, the action integral is set to $n\pi\hbar$, $n=0,1,2,\dots$, to estimate the levels of the potential $V=W^2-\hbar W'/\sqrt{2m}$ built from a superpotential $W$, when supersymmetry is unbroken and the zero-energy ground state belongs to $V$. At $n=0$ one writes $E=0$ without a root search. For $E\ge0$ and a continuously differentiable superpotential $W$ with a zero inside the integration interval, $E=0$ is the only root, and the action vanishes precisely when an explicit exponential solves the Schrödinger equation at energy $E$. That exponential need not be normalisable, so $E=0$ need not be a bound-state energy.

## Action, potential and wave function

For mass $m$ and endpoints $a,b$, define

$$S(E)=\int_a^b\sqrt{2m\max(E-W^2,0)}\,dx .$$

The maximum removes the region where $W^2>E$. The endpoints are fixed; $S$ is the usual integral between turning points when the allowed region is a single interval contained in $[a,b]$.

In Lean 4 with Mathlib:

```lean
import Mathlib

open Set

namespace SupersymmetricWKB

noncomputable section

/-- The supersymmetric WKB action between `a` and `b` at energy `E`, with the
superpotential `W` and the integrand set to zero where `W ^ 2` exceeds `E`. -/
def swkbAction (m E : ℝ) (W : ℝ → ℝ) (a b : ℝ) : ℝ :=
  ∫ x in a..b, √(2 * m * max (E - W x ^ 2) 0)
```

The potential is $V=W^2-\hbar W'/\sqrt{2m}$, and $H=-\frac{\hbar^2}{2m}\frac{d^2}{dx^2}+V$ acts pointwise on real functions, with no Hilbert space or boundary conditions.

```lean
/-- The potential `W² - ħ W' / √(2m)` built from the superpotential `W`. -/
def susyPotential (m ħ : ℝ) (W : ℝ → ℝ) (x : ℝ) : ℝ :=
  W x ^ 2 - ħ / √(2 * m) * deriv W x

/-- The Schrödinger operator `-ħ²/(2m) d²/dx²` plus the potential built from `W`. -/
def susyHamiltonian (m ħ : ℝ) (W ψ : ℝ → ℝ) (x : ℝ) : ℝ :=
  -(ħ ^ 2 / (2 * m)) * deriv (deriv ψ) x + susyPotential m ħ W x * ψ x
```

With $k=\sqrt{2m}/\hbar$, the zero mode is $\psi(x)=\exp(-k\int_0^xW)$, scaled so that $\psi(0)=1$.

```lean
/-- The wave function `exp (-(√(2m)/ħ) ∫₀ˣ W)`. -/
def zeroMode (m ħ : ℝ) (W : ℝ → ℝ) (x : ℝ) : ℝ :=
  Real.exp (-(√(2 * m) / ħ) * ∫ t in (0 : ℝ)..x, W t)
```

## Non-negative energy

The hypothesis `0 ≤ E` restricts the search to energies at which $W^2=E$ can have turning points. If $E\le W^2$ throughout the interval, the integrand is zero and so is $S(E)$. The lemma below replaces the integrand by zero in just this way.

```lean
/-- The action vanishes when `W ^ 2` is at least `E` throughout the interval. -/
theorem swkbAction_eq_zero_of_le (m : ℝ) {E a b : ℝ} {W : ℝ → ℝ}
    (h : ∀ x ∈ uIcc a b, E ≤ W x ^ 2) : swkbAction m E W a b = 0 := by
  have hcongr : swkbAction m E W a b = ∫ _x in a..b, (0 : ℝ) := by
    unfold swkbAction
    apply intervalIntegral.integral_congr
    intro x hx
    have hmax : max (E - W x ^ 2) 0 = 0 := max_eq_right (by linarith [h x hx])
    simp only [hmax, mul_zero, Real.sqrt_zero]
  rw [hcongr, intervalIntegral.integral_zero]
```

At $E=0$ this gives $S(0)=0$. It also shows what goes wrong without the hypothesis: every negative $E$ has zero action, although $\psi$ does not solve the equation there.

## A zero of $W$ inside the interval

The conditions `c ∈ Ioo a b` and `W c = 0` place a minimum of $W^2$, with value zero, between the endpoints. If $E>0$, the integrand at $c$ is $\sqrt{2mE}>0$. By continuity it stays positive nearby, and it is nowhere negative, so $S(E)>0$. Hence $S(E)=0$ exactly when $E=0$. The proof passes the same three facts to `intervalIntegral.integral_pos`.

```lean
/-- If the superpotential has a zero inside the interval, then among energies `E ≥ 0`
the action vanishes exactly at `E = 0`. -/
theorem swkbAction_eq_zero_iff {m E a b c : ℝ} {W : ℝ → ℝ} (hm : 0 < m) (hE : 0 ≤ E)
    (hW : Continuous W) (hc : c ∈ Ioo a b) (hWc : W c = 0) :
    swkbAction m E W a b = 0 ↔ E = 0 := by
  constructor
  · intro h
    by_contra hne
    have hpos : 0 < E := lt_of_le_of_ne hE (Ne.symm hne)
    have hcont : Continuous (fun x => √(2 * m * max (E - W x ^ 2) 0)) := by fun_prop
    -- the integrand is strictly positive at the zero of `W`
    have hval : 0 < √(2 * m * max (E - W c ^ 2) 0) := by
      apply Real.sqrt_pos.mpr
      have h1 : 0 < max (E - W c ^ 2) 0 := lt_max_of_lt_left (by rw [hWc]; linarith)
      positivity
    have hint : 0 < swkbAction m E W a b :=
      intervalIntegral.integral_pos (hc.1.trans hc.2) hcont.continuousOn
        (fun x _ => Real.sqrt_nonneg _) ⟨c, Ioo_subset_Icc_self hc, hval⟩
    exact hint.ne' h
  · intro h
    exact swkbAction_eq_zero_of_le m (fun x _ => by rw [h]; exact sq_nonneg _)
```

Without a zero the equivalence can fail. Take $W=1$ on $[0,1]$ and $E=\tfrac12$: the action is zero, but the energy is not. More generally, if a continuous $W$ has no zero on $[a,b]$, then $W^2$ has a positive minimum there by compactness, and that minimum serves as $E$.

```lean
/-- If the superpotential has no zero on `[a, b]`, the action vanishes at some
strictly positive energy. -/
theorem exists_pos_energy_swkbAction_eq_zero (m : ℝ) {a b : ℝ} {W : ℝ → ℝ} (hab : a ≤ b)
    (hW : Continuous W) (h0 : ∀ x ∈ Icc a b, W x ≠ 0) :
    ∃ E : ℝ, 0 < E ∧ swkbAction m E W a b = 0 := by
  -- take for `E` the minimum of `W ^ 2` on the interval
  obtain ⟨c, hc, hmin⟩ := (isCompact_Icc (a := a) (b := b)).exists_isMinOn
    (nonempty_Icc.mpr hab) (hW.pow 2).continuousOn
  have hne : W c ≠ 0 := h0 c hc
  refine ⟨W c ^ 2, by positivity, swkbAction_eq_zero_of_le m ?_⟩
  intro x hx
  rw [uIcc_of_le hab] at hx
  exact hmin hx
```

## Smoothness of $W$

Continuity of $W$ lets the fundamental theorem of calculus give

$$\psi'=-kW\psi .$$

```lean
/-- The zero mode obeys the first-order equation `ψ' = -(√(2m)/ħ) W ψ`. -/
theorem zeroMode_hasDerivAt (m ħ : ℝ) {W : ℝ → ℝ} (hW : Continuous W) (x : ℝ) :
    HasDerivAt (zeroMode m ħ W) (-(√(2 * m) / ħ) * W x * zeroMode m ħ W x) x := by
  have h := (hW.integral_hasStrictDerivAt 0 x).hasDerivAt
  have h2 := (h.const_mul (-(√(2 * m) / ħ))).exp
  change HasDerivAt (fun y => Real.exp (-(√(2 * m) / ħ) * ∫ t in (0 : ℝ)..y, W t)) _ x
  exact h2.congr_deriv (by simp only [zeroMode]; ring)
```

Any other solution $\varphi$ of this first-order equation satisfies

$$\left(\frac{\varphi}{\psi}\right)'=\frac{-kW\varphi\psi+\varphi kW\psi}{\psi^2}=0,$$

so $\varphi=\varphi(0)\psi$. The proof differentiates the same quotient.

```lean
/-- Every solution of the first-order equation `φ' = -(√(2m)/ħ) W φ` is the zero mode
multiplied by the value of `φ` at the origin. -/
theorem eq_zeroMode_of_first_order (m ħ : ℝ) {W φ : ℝ → ℝ} (hW : Continuous W)
    (hφ : ∀ x, HasDerivAt φ (-(√(2 * m) / ħ) * W x * φ x) x) (x : ℝ) :
    φ x = φ 0 * zeroMode m ħ W x := by
  have hne : ∀ y, zeroMode m ħ W y ≠ 0 := fun y => (Real.exp_pos _).ne'
  -- the quotient of the two solutions is constant
  have hq : ∀ y, HasDerivAt (fun z => φ z / zeroMode m ħ W z) 0 y := fun y =>
    ((hφ y).fun_div (zeroMode_hasDerivAt m ħ hW y) (hne y)).congr_deriv (by
      rw [div_eq_zero_iff]
      left
      ring)
  have hconst := is_const_of_deriv_eq_zero (fun y => (hq y).differentiableAt)
    (fun y => (hq y).deriv) x 0
  have h0 : zeroMode m ħ W 0 = 1 := by simp [zeroMode]
  simp only [h0, div_one] at hconst
  exact (div_eq_iff (hne x)).mp hconst
```

The Schrödinger equation needs one more derivative. The theorems assume `ContDiff ℝ 1 W`, of which the proofs use only the continuity and differentiability of $W$. For $W=|x|$, neither $W'$ nor $\psi''$ exists at the origin, so the pointwise equation has no meaning at that one point. The potential has only a finite jump there, and $\psi$ solves the equation on either side with $\psi$ and $\psi'$ continuous, but the theorems below do not cover this case.

## Positive $m$ and $\hbar$

These are the particle's mass and the reduced Planck constant. Differentiating again,

$$\psi''=-kW'\psi+k^2W^2\psi .$$

Since $\hbar^2k^2/(2m)=1$ and $\hbar^2k/(2m)=\hbar/\sqrt{2m}$,

$$-\frac{\hbar^2}{2m}\psi''=\frac{\hbar}{\sqrt{2m}}W'\psi-W^2\psi=-V\psi,$$

and therefore $H\psi=0$. In the proof, positivity supplies $(\sqrt{2m})^2=2m$ and permits the cancellations made by `field_simp`.

```lean
/-- The zero mode solves the Schrödinger equation at energy zero. -/
theorem susyHamiltonian_zeroMode {m ħ : ℝ} {W : ℝ → ℝ} (hm : 0 < m) (hħ : 0 < ħ)
    (hW : ContDiff ℝ 1 W) (x : ℝ) : susyHamiltonian m ħ W (zeroMode m ħ W) x = 0 := by
  have hd : deriv (zeroMode m ħ W) =
      fun y => -(√(2 * m) / ħ) * W y * zeroMode m ħ W y :=
    funext fun y => (zeroMode_hasDerivAt m ħ hW.continuous y).deriv
  have hW' : HasDerivAt W (deriv W x) x :=
    (hW.differentiable (by norm_num) x).hasDerivAt
  -- differentiate the first-order equation once more
  have h2 := ((hW'.const_mul (-(√(2 * m) / ħ))).fun_mul
    (zeroMode_hasDerivAt m ħ hW.continuous x)).deriv
  have hs : √(2 * m) ^ 2 = 2 * m := Real.sq_sqrt (by positivity)
  have hspos : 0 < √(2 * m) := Real.sqrt_pos.mpr (by positivity)
  unfold susyHamiltonian susyPotential
  rw [hd, h2]
  generalize √(2 * m) = s at hs hspos ⊢
  rw [← hs]
  field_simp
  ring
```

At $m=0$ the action would vanish for every $E$; at $\hbar=0$ the exponent of $\psi$ has no meaning.

## The equivalence

If $S(E)=0$, then $E=0$ and $H\psi=0=E\psi$. Conversely, $H\psi=E\psi$ at $x=0$ reads $0=E\psi(0)$, and $\psi(0)>0$ forces $E=0$. The theorem combines the preceding results in this order.

```lean
/-- For a superpotential with a zero inside the interval and `E ≥ 0`, the lowest
supersymmetric WKB condition holds at `E` exactly when the zero mode solves the
Schrödinger equation with energy `E`. -/
theorem swkb_condition_iff_schrodinger {m ħ E a b c : ℝ} {W : ℝ → ℝ} (hm : 0 < m)
    (hħ : 0 < ħ) (hE : 0 ≤ E) (hW : ContDiff ℝ 1 W) (hc : c ∈ Ioo a b) (hWc : W c = 0) :
    swkbAction m E W a b = 0 ↔
      ∀ x, susyHamiltonian m ħ W (zeroMode m ħ W) x = E * zeroMode m ħ W x := by
  rw [swkbAction_eq_zero_iff hm hE hW.continuous hc hWc]
  constructor
  · intro h x
    rw [susyHamiltonian_zeroMode hm hħ hW x, h, zero_mul]
  · intro h
    have h0 := h 0
    rw [susyHamiltonian_zeroMode hm hħ hW 0] at h0
    -- the zero mode has no nodes, so the energy must vanish
    exact (mul_eq_zero.mp h0.symm).resolve_right (Real.exp_pos _).ne'
```

Nothing here requires $\psi$ to be normalisable. With $W=-x$ it grows as $e^{kx^2/2}$ and is not a bound state, yet the equivalence holds. Calling $\psi$ the ground state needs square-integrability as well. The theorem does not address the SWKB condition for $n\ge1$.

## The harmonic oscillator

For $W=\sqrt{2m}\,\omega x/2$ with angular frequency $\omega>0$, we have $W^2=m\omega^2x^2/2$ and $\hbar W'/\sqrt{2m}=\hbar\omega/2$. The potential is thus the oscillator's, lowered by its zero-point energy. Integrating $W$ gives $\psi=e^{-m\omega x^2/(2\hbar)}$; for $\omega>0$ and $\hbar>0$, the factor $(m\omega/\pi\hbar)^{1/4}$ normalises it.

```lean
/-- The superpotential `√(2m) ω x / 2` gives the harmonic potential lowered by `ħω/2`,
and its zero mode is the Gaussian `exp (-mωx²/(2ħ))`. -/
theorem harmonic_oscillator {m : ℝ} (hm : 0 < m) (ħ ω x : ℝ) :
    susyPotential m ħ (fun y => √(2 * m) * ω / 2 * y) x
        = m * ω ^ 2 * x ^ 2 / 2 - ħ * ω / 2 ∧
      zeroMode m ħ (fun y => √(2 * m) * ω / 2 * y) x
        = Real.exp (-(m * ω * x ^ 2 / (2 * ħ))) := by
  have hs : √(2 * m) ^ 2 = 2 * m := Real.sq_sqrt (by positivity)
  have hspos : 0 < √(2 * m) := Real.sqrt_pos.mpr (by positivity)
  constructor
  · have hd : deriv (fun y : ℝ => √(2 * m) * ω / 2 * y) x = √(2 * m) * ω / 2 * 1 :=
      ((hasDerivAt_id' x).const_mul (√(2 * m) * ω / 2)).deriv
    have hcancel : ħ / √(2 * m) * (√(2 * m) * ω / 2 * 1) = ħ * ω / 2 := by
      field_simp
    unfold susyPotential
    rw [hd, hcancel]
    linear_combination (ω ^ 2 * x ^ 2 / 4) * hs
  · unfold zeroMode
    rw [intervalIntegral.integral_const_mul, integral_id]
    congr 1
    linear_combination (-(ω * x ^ 2 / 4) * ħ⁻¹) * hs

end

end SupersymmetricWKB
```

```lean
#print axioms SupersymmetricWKB.exists_pos_energy_swkbAction_eq_zero
#print axioms SupersymmetricWKB.eq_zeroMode_of_first_order
#print axioms SupersymmetricWKB.swkb_condition_iff_schrodinger
#print axioms SupersymmetricWKB.harmonic_oscillator
```

```
'SupersymmetricWKB.exists_pos_energy_swkbAction_eq_zero' depends on axioms: [propext, Classical.choice, Quot.sound]
'SupersymmetricWKB.eq_zeroMode_of_first_order' depends on axioms: [propext, Classical.choice, Quot.sound]
'SupersymmetricWKB.swkb_condition_iff_schrodinger' depends on axioms: [propext, Classical.choice, Quot.sound]
'SupersymmetricWKB.harmonic_oscillator' depends on axioms: [propext, Classical.choice, Quot.sound]
```
